# Over a field of characteristic zero, only constant polynomials Poisson-commute with every position and momentum

An observable is taken here to be a polynomial as a formal expression, not the function that it defines on phase space. Over the real numbers the two notions agree. Over `ZMod r`, the integers modulo a prime $r$, they differ: $q^r$ and $q$ take the same values but are different polynomials, with different derivatives.

The finite type `ι` labels the canonical pairs. Variables are indexed by `ι ⊕ ι`, with `Sum.inl i` for $q_i$ and `Sum.inr i` for $p_i$. Coefficients lie in a commutative ring `R` or a field `K`; ordinary mechanics has `K` $=\mathbb R$.

```lean
import Mathlib

open MvPolynomial

namespace PoissonCommutant

noncomputable section

variable {ι R K : Type*} [CommRing R] [Field K]

/-- The position coordinate `q_i` as a polynomial observable. -/
def position (i : ι) : MvPolynomial (ι ⊕ ι) R := X (Sum.inl i)

/-- The momentum coordinate `p_i` as a polynomial observable. -/
def momentum (i : ι) : MvPolynomial (ι ⊕ ι) R := X (Sum.inr i)
```

The bracket uses formal partial derivatives (`pderiv`) and the sign convention $\{q_i,p_i\}=1$:

$$\{f,g\}=\sum_i\left(\frac{\partial f}{\partial q_i}\frac{\partial g}{\partial p_i}-\frac{\partial f}{\partial p_i}\frac{\partial g}{\partial q_i}\right).$$

```lean
/-- The canonical Poisson bracket
`{f, g} = ∑ i, (∂f/∂q_i ∂g/∂p_i - ∂f/∂p_i ∂g/∂q_i)` of polynomial observables. -/
def bracket [Fintype ι] (f g : MvPolynomial (ι ⊕ ι) R) : MvPolynomial (ι ⊕ ι) R :=
  ∑ i, (pderiv (Sum.inl i) f * pderiv (Sum.inr i) g
    - pderiv (Sum.inr i) f * pderiv (Sum.inl i) g)
```

## (a) The bracket with a position

**Show that $\{f,q_i\}=-\partial f/\partial p_i$.**

Since $\partial q_i/\partial p_j=0$ and $\partial q_i/\partial q_j=\delta_{ij}$, the sum over $j$ keeps only the second term at $j=i$. `Finset.sum_eq_single` isolates that term.

```lean
/-- The bracket with a position is minus the derivative along the conjugate momentum. -/
theorem bracket_position [Fintype ι] (f : MvPolynomial (ι ⊕ ι) R) (i : ι) :
    bracket f (position i) = -pderiv (Sum.inr i) f := by
  unfold bracket position
  rw [Finset.sum_eq_single i]
  · rw [pderiv_X_self, pderiv_X_of_ne (by simp)]
    ring
  · intro j _ hj
    rw [pderiv_X_of_ne (i := Sum.inr j) (by simp),
      pderiv_X_of_ne (i := Sum.inl j) (fun h => hj (Sum.inl.inj h).symm)]
    ring
  · intro h
    exact absurd (Finset.mem_univ i) h
```

## (b) The bracket with a momentum

**Show that $\{f,p_i\}=\partial f/\partial q_i$.**

Now $\partial p_i/\partial q_j=0$ and $\partial p_i/\partial p_j=\delta_{ij}$, so the first term at $j=i$ survives, with a plus sign.

```lean
/-- The bracket with a momentum is the derivative along the conjugate position. -/
theorem bracket_momentum [Fintype ι] (f : MvPolynomial (ι ⊕ ι) R) (i : ι) :
    bracket f (momentum i) = pderiv (Sum.inl i) f := by
  unfold bracket momentum
  rw [Finset.sum_eq_single i]
  · rw [pderiv_X_self, pderiv_X_of_ne (by simp)]
    ring
  · intro j _ hj
    rw [pderiv_X_of_ne (i := Sum.inl j) (by simp),
      pderiv_X_of_ne (i := Sum.inr j) (fun h => hj (Sum.inr.inj h).symm)]
    ring
  · intro h
    exact absurd (Finset.mem_univ i) h
```

## (c) Commuting with the coordinates means zero gradient

**Show that $f$ commutes with all $q_i$ and $p_i$ exactly when all its partial derivatives vanish.**

By (a) and (b), the brackets are, up to sign, the full list of partial derivatives. The Lean proof splits an index $k$ of `ι ⊕ ι` into its position and momentum cases.

```lean
/-- An observable Poisson-commutes with all positions and momenta exactly when all its formal
partial derivatives are the zero polynomial. -/
theorem commutes_iff_partials_zero [Fintype ι] (f : MvPolynomial (ι ⊕ ι) R) :
    (∀ i, bracket f (position i) = 0 ∧ bracket f (momentum i) = 0) ↔
      ∀ k, pderiv k f = 0 := by
  simp only [bracket_position, bracket_momentum, neg_eq_zero]
  constructor
  · rintro h (i | i)
    · exact (h i).2
    · exact (h i).1
  · intro h i
    exact ⟨h _, h _⟩
```

## (d) Commuting with the coordinates is enough

**Show that such an $f$ commutes with every polynomial $g$.**

Every term of $\{f,g\}$ contains a derivative of $f$, which is zero by (c).

```lean
/-- An observable that Poisson-commutes with all positions and momenta Poisson-commutes
with every polynomial observable. -/
theorem commutes_with_all [Fintype ι] (f : MvPolynomial (ι ⊕ ι) R)
    (h : ∀ i, bracket f (position i) = 0 ∧ bracket f (momentum i) = 0)
    (g : MvPolynomial (ι ⊕ ι) R) : bracket f g = 0 := by
  have hd := (commutes_iff_partials_zero f).mp h
  simp [bracket, hd]
```

## (e) Coefficients of a derivative

**Write $f=\sum_m a_m x^m$, where $m$ assigns an exponent $m_k$ to each variable $x_k$, and let $e_k$ be the exponent vector of $x_k$ itself. Show that the coefficient of $x^m$ in $\partial_k f$ is $a_{m+e_k}(m_k+1)$.**

For a single monomial, $\partial_k(a\,x^u)=a\,u_k\,x^{u-e_k}$ if $u_k>0$, and zero if $u_k=0$. It contributes to $x^m$ only when $u=m+e_k$, and then gives $a(m_k+1)$. Both sides are additive in $f$, so the formula extends to sums. The induction in Lean has these same two cases.

```lean
/-- Each coefficient of a partial derivative is the coefficient of the monomial with one
more power of the variable, times that raised exponent. -/
theorem coeff_partial {σ : Type*} (k : σ) (f : MvPolynomial σ R) (m : σ →₀ ℕ) :
    coeff m (pderiv k f) = coeff (m + Finsupp.single k 1) f * ((m k : R) + 1) := by
  classical
  induction f using MvPolynomial.induction_on'
  · rename_i u a
    rw [pderiv_monomial, coeff_monomial, coeff_monomial]
    by_cases h : u = m + Finsupp.single k 1
    · subst h
      simp
    · rw [if_neg h, zero_mul]
      by_cases hu : u k = 0
      · simp [hu]
      · rw [if_neg]
        intro h'
        apply h
        rw [← h']
        exact (tsub_add_cancel_of_le
          (Finsupp.single_le_iff.mpr (Nat.one_le_iff_ne_zero.mpr hu))).symm
  · rename_i a b ha hb
    simp only [map_add, coeff_add, ha, hb, add_mul]
```

## (f) The criterion on exponents

**Let $K$ have characteristic $r$, zero or prime. Show that $f$ commutes with all coordinates exactly when $r$ divides every exponent of every monomial that occurs in $f$.**

Suppose that all derivatives vanish, and take $a_m\neq0$. If $m_k=0$, divisibility is clear. Otherwise (e), applied at $m-e_k$, gives $a_m m_k=0$. A field has no zero divisors, so $m_k=0$ in $K$, which means $r\mid m_k$.

Conversely, each coefficient $a_{m+e_k}(m_k+1)$ of $\partial_k f$ vanishes: either $a_{m+e_k}=0$, or $r$ divides the exponent $m_k+1$, which is then zero in $K$. In Lean, `CharP K r` states the characteristic and `f.support` is the set of $m$ with $a_m\neq0$.

```lean
/-- Over a field of characteristic `r` (zero or prime), an observable Poisson-commutes with
all positions and momenta exactly when `r` divides every exponent in its monomials. -/
theorem commutes_iff_exponents [Fintype ι] (r : ℕ) [CharP K r]
    (f : MvPolynomial (ι ⊕ ι) K) :
    (∀ i, bracket f (position i) = 0 ∧ bracket f (momentum i) = 0) ↔
      ∀ m ∈ f.support, ∀ k, r ∣ m k := by
  rw [commutes_iff_partials_zero]
  constructor
  · intro h m hm k
    by_cases hk : m k = 0
    · rw [hk]
      exact dvd_zero r
    -- lower the exponent of variable `k` by one and read off that coefficient
    have hs : m - Finsupp.single k 1 + Finsupp.single k 1 = m :=
      tsub_add_cancel_of_le (Finsupp.single_le_iff.mpr (Nat.one_le_iff_ne_zero.mpr hk))
    have h1 := coeff_partial k f (m - Finsupp.single k 1)
    have h2 : (((m - Finsupp.single k 1 : ι ⊕ ι →₀ ℕ) k : ℕ) : K) + 1 = (m k : K) := by
      have h3 := DFunLike.congr_fun hs k
      rw [Finsupp.add_apply, Finsupp.single_eq_same] at h3
      rw [← h3, Nat.cast_add, Nat.cast_one]
    rw [h k, hs, coeff_zero, h2] at h1
    exact (CharP.cast_eq_zero_iff K r (m k)).mp
      ((mul_eq_zero.mp h1.symm).resolve_left (mem_support_iff.mp hm))
  · intro h k
    refine MvPolynomial.ext _ _ fun m => ?_
    rw [coeff_partial, coeff_zero]
    by_cases hc : coeff (m + Finsupp.single k 1) f = 0
    · rw [hc, zero_mul]
    · -- the raised exponent is a multiple of `r`, hence zero in the field
      have h1 := h _ (mem_support_iff.mpr hc) k
      rw [Finsupp.add_apply, Finsupp.single_eq_same] at h1
      have h2 := (CharP.cast_eq_zero_iff K r _).mpr h1
      rw [Nat.cast_add, Nat.cast_one] at h2
      rw [h2, mul_zero]
```

## (g) Characteristic zero

**Show that in characteristic zero $f$ commutes with all coordinates exactly when it is constant.**

Put $r=0$ in (f). Zero divides only zero, so every exponent that occurs is zero and $f=a_0$. Conversely, a constant has zero derivatives. In Lean, `C c` is the constant polynomial $c$.

For a simulation whose Hamiltonian $H$ is a time-independent real polynomial in finitely many pairs, this means that Hamilton's equations $\dot q_i=\{q_i,H\}$ and $\dot p_i=\{p_i,H\}$, taken together for all $i$, fix $H$ up to an additive constant: the difference of two such polynomials with the same equations commutes with every coordinate.

```lean
/-- Over a field of characteristic zero, a polynomial observable Poisson-commutes with all
positions and momenta exactly when it is constant. -/
theorem commutes_iff_constant [Fintype ι] [CharZero K] (f : MvPolynomial (ι ⊕ ι) K) :
    (∀ i, bracket f (position i) = 0 ∧ bracket f (momentum i) = 0) ↔
      ∃ c : K, f = C c := by
  classical
  constructor
  · intro h
    have : CharP K 0 := CharP.ofCharZero K
    have he := (commutes_iff_exponents 0 f).mp h
    refine ⟨coeff 0 f, MvPolynomial.ext _ _ fun m => ?_⟩
    rw [coeff_C]
    split_ifs with hm
    · rw [hm]
    · -- a non-zero coefficient would force all exponents to vanish
      by_contra hc
      exact hm (Finsupp.ext fun k =>
        (zero_dvd_iff.mp (he m (mem_support_iff.mpr hc) k)).symm)
  · rintro ⟨c, rfl⟩
    exact (commutes_iff_partials_zero _).mpr fun k => pderiv_C
```

## (h) Powers that commute with everything

**Over `ZMod r`, show that $\{f^r,g\}=0$ for all polynomials $f$ and $g$.**

For $r>0$ the Leibniz rule gives $\partial_k(f^r)=r f^{r-1}\partial_k f=0$, because $r=0$ in `ZMod r`. For $r=0$ the power is $1$, whose derivatives vanish too. Hence every term of the bracket is zero. Primality is not needed.

```lean
/-- Over `ZMod r`, the `r`-th power of any polynomial observable Poisson-commutes with
every polynomial observable. -/
theorem bracket_pow_char [Fintype ι] (r : ℕ) (f g : MvPolynomial (ι ⊕ ι) (ZMod r)) :
    bracket (f ^ r) g = 0 := by
  -- the Leibniz rule produces a factor `r`, which is zero
  have hd : ∀ k, pderiv k (f ^ r) = 0 := fun k => by
    rw [Derivation.leibniz_pow, ← Nat.cast_smul_eq_nsmul (ZMod r), ZMod.natCast_self,
      zero_smul]
  simp [bracket, hd]
```

## (i) A nonconstant example

**For $r$ prime, show that $q_i^r$ commutes with every polynomial over `ZMod r` but is not constant.**

The first claim is (h) with $f=q_i$. For the second, $q_i^r$ has total degree $r\neq0$, while a constant has total degree $0$. The conclusion of (g) therefore fails over `ZMod r` as soon as there is a canonical pair.

```lean
/-- Over `ZMod r` with `r` prime, `q_i ^ r` Poisson-commutes with every polynomial
observable and is not constant. -/
theorem position_pow_prime [Fintype ι] (r : ℕ) [hr : Fact r.Prime] (i : ι) :
    (∀ g : MvPolynomial (ι ⊕ ι) (ZMod r), bracket (position i ^ r) g = 0) ∧
      ¬ ∃ c : ZMod r, (position i : MvPolynomial (ι ⊕ ι) (ZMod r)) ^ r = C c := by
  refine ⟨fun g => bracket_pow_char r _ g, ?_⟩
  rintro ⟨c, hc⟩
  -- compare total degrees
  have h := congrArg totalDegree hc
  unfold position at h
  rw [totalDegree_X_pow, totalDegree_C] at h
  exact hr.out.ne_zero h

end

end PoissonCommutant
```

```lean
#print axioms PoissonCommutant.commutes_with_all
-- 'PoissonCommutant.commutes_with_all' depends on axioms: [propext, Classical.choice, Quot.sound]
#print axioms PoissonCommutant.commutes_iff_constant
-- 'PoissonCommutant.commutes_iff_constant' depends on axioms: [propext, Classical.choice, Quot.sound]
#print axioms PoissonCommutant.position_pow_prime
-- 'PoissonCommutant.position_pow_prime' depends on axioms: [propext, Classical.choice, Quot.sound]
```
